# A time-reversal-symmetric scatterer with two orbital modes per lead can transmit a fully spin-polarized current

The theorem `two_mode_polarization` gives an explicit 8×8 scattering matrix S for non-interacting electrons passing between two leads, each with two orbital modes and spin. It states that S is unitary, that it obeys the time-reversal condition Θ Sᵀ Θ = S with Θ acting as σ_y on the spin, and that Tr(σ_z t t†) = −2, where t is the upper-right block of S, for transmission from the second lead into the first. Since Tr(t t†) = 2 for this block, the normalised polarization is −1: when unpolarized electrons arrive from the second lead, the current transmitted into the first is entirely spin down. The attempt splits the claim into four block equations for unitarity, four for self-duality and one trace, then tries to compute the trace with `simp` and `norm_num` and to check the block equations entry by entry.

As first written in Lean, the proof fails:

```lean
import Mathlib

open Matrix

namespace SingleModeSpinTransport

noncomputable section

/-- Time-reversal self-duality `Θ Sᵀ Θ = S` of a scattering matrix `S`,
where `Θ` is the spin matrix of the time-reversal operation. -/
def SelfDual {n : Type*} [Fintype n] (Θ S : Matrix n n ℂ) : Prop :=
  Θ * Sᵀ * Θ = S

/-- Unitarity of a two-terminal scattering matrix, written out for its reflection and
transmission blocks. -/
theorem unitary_blocks {m n : Type*} [Fintype m] [Fintype n] [DecidableEq m] [DecidableEq n]
    (r : Matrix m m ℂ) (t : Matrix m n ℂ) (t' : Matrix n m ℂ) (r' : Matrix n n ℂ) :
    fromBlocks r t t' r' * (fromBlocks r t t' r')ᴴ = 1 ↔
      r * rᴴ + t * tᴴ = 1 ∧ r * t'ᴴ + t * r'ᴴ = 0 ∧
      t' * rᴴ + r' * tᴴ = 0 ∧ t' * t'ᴴ + r' * r'ᴴ = 1 := by
  rw [fromBlocks_conjTranspose, fromBlocks_multiply, ← fromBlocks_one, fromBlocks_inj]

/-- Self-duality of a two-terminal scattering matrix, written out for its blocks: each
reflection block is self-dual and the two transmission blocks are dual to each other. -/
theorem selfDual_blocks {m n : Type*} [Fintype m] [Fintype n]
    (Θ r : Matrix m m ℂ) (t : Matrix m n ℂ) (t' : Matrix n m ℂ) (J r' : Matrix n n ℂ) :
    SelfDual (fromBlocks Θ 0 0 J) (fromBlocks r t t' r') ↔
      Θ * rᵀ * Θ = r ∧ Θ * t'ᵀ * J = t ∧ J * tᵀ * Θ = t' ∧ J * r'ᵀ * J = r' := by
  rw [SelfDual, fromBlocks_transpose, fromBlocks_multiply, fromBlocks_multiply,
    fromBlocks_inj]
  simp only [Matrix.zero_mul, Matrix.mul_zero, add_zero, zero_add]

/-- `σ_y` acting on the spin of a lead with two orbital modes, in the channel order
`1↑, 1↓, 2↑, 2↓`. -/
def sigmaY₂ : Matrix (Fin 4) (Fin 4) ℂ :=
  !![0, -Complex.I, 0, 0; Complex.I, 0, 0, 0; 0, 0, 0, -Complex.I; 0, 0, Complex.I, 0]

/-- Reflection that turns spin down into spin up while exchanging the two modes. -/
def rUp : Matrix (Fin 4) (Fin 4) ℂ := !![0, 0, 0, 1; 0, 0, 0, 0; 0, -1, 0, 0; 0, 0, 0, 0]

/-- Reflection that turns spin up into spin down while exchanging the two modes. -/
def rDown : Matrix (Fin 4) (Fin 4) ℂ := !![0, 0, 0, 0; 0, 0, 1, 0; 0, 0, 0, 0; -1, 0, 0, 0]

/-- Transmission of spin up only, in both modes. -/
def tUp : Matrix (Fin 4) (Fin 4) ℂ := !![1, 0, 0, 0; 0, 0, 0, 0; 0, 0, 1, 0; 0, 0, 0, 0]

/-- Transmission of spin down only, in both modes. -/
def tDown : Matrix (Fin 4) (Fin 4) ℂ := !![0, 0, 0, 0; 0, 1, 0, 0; 0, 0, 0, 0; 0, 0, 0, 1]

set_option maxHeartbeats 400000 in
/-- With two orbital modes per lead, a unitary and self-dual scattering matrix can
transmit a spin-polarized current: here `Tr(σ_z t t†) = -2`. -/
theorem two_mode_polarization :
    fromBlocks rUp tDown tUp rDown * (fromBlocks rUp tDown tUp rDown)ᴴ = 1 ∧
    SelfDual (fromBlocks sigmaY₂ 0 0 sigmaY₂) (fromBlocks rUp tDown tUp rDown) ∧
    (Matrix.diagonal ![1, -1, 1, -1] * (tDown * tDownᴴ)).trace = -2 := by
  refine ⟨(unitary_blocks _ _ _ _).2 ⟨?_, ?_, ?_, ?_⟩,
    (selfDual_blocks _ _ _ _ _ _).2 ⟨?_, ?_, ?_, ?_⟩, ?_⟩
  -- the last goal is the trace, the others are checked entry by entry
  on_goal 9 =>
    simp [Matrix.trace, tDown, Matrix.mul_apply, Matrix.diagonal_apply,
      Fin.sum_univ_four] <;> norm_num
  all_goals
    ext i j
    fin_cases i <;> fin_cases j <;>
      simp [rUp, rDown, tUp, tDown, sigmaY₂, Matrix.mul_apply, Fin.sum_univ_four]

end

end SingleModeSpinTransport
```

Compiling this gives:

```
Main.lean:64:4: error: No applicable extensionality theorem found for type
  ℂ

Note: Extensionality theorems can be registered by marking them with the `[ext]` attribute
```

Cause. The error arises at `ext i j`, which was meant for equations between matrices. There it met an equation between complex numbers, for which Lean has no registered extensionality theorem. The only such goal among the nine is the trace, so `simp [...] <;> norm_num` had not closed it. `norm_num` raises no error when it simplifies a goal without finishing it, so the remainder passed on to `all_goals`. The messages don't show what that remainder was.

The repair proves the trace first, as `htr`, and hands it to `refine`, so `all_goals` sees only matrix equations. Inside `htr`, two `simp only` calls write the trace as explicit sums of entries while `tDown` is still folded. Only then does `simp [tDown]` put in the numbers, and `norm_num` finishes the arithmetic.

The similar `simp only` added to the block equations, with the shorter `simp` list after it, is tidying as far as the messages show, since no error was reported for those goals. The reworded comment is tidying too.

After these edits no error is left:

```diff
@@ -55,14 +55,18 @@
     SelfDual (fromBlocks sigmaY₂ 0 0 sigmaY₂) (fromBlocks rUp tDown tUp rDown) ∧
     (Matrix.diagonal ![1, -1, 1, -1] * (tDown * tDownᴴ)).trace = -2 := by
+  have htr : (Matrix.diagonal ![1, -1, 1, -1] * (tDown * tDownᴴ)).trace = -2 := by
+    simp only [Matrix.trace, Matrix.diag_apply, Matrix.diagonal_mul]
+    simp only [Matrix.mul_apply, Matrix.conjTranspose_apply, Fin.sum_univ_four]
+    simp [tDown]
+    norm_num
   refine ⟨(unitary_blocks _ _ _ _).2 ⟨?_, ?_, ?_, ?_⟩,
-    (selfDual_blocks _ _ _ _ _ _).2 ⟨?_, ?_, ?_, ?_⟩, ?_⟩
-  -- the last goal is the trace, the others are checked entry by entry
-  on_goal 9 =>
-    simp [Matrix.trace, tDown, Matrix.mul_apply, Matrix.diagonal_apply,
-      Fin.sum_univ_four] <;> norm_num
+    (selfDual_blocks _ _ _ _ _ _).2 ⟨?_, ?_, ?_, ?_⟩, htr⟩
+  -- the block identities are checked entry by entry
   all_goals
     ext i j
+    simp only [Matrix.add_apply, Matrix.mul_apply, Matrix.conjTranspose_apply,
+      Matrix.transpose_apply, Fin.sum_univ_four]
     fin_cases i <;> fin_cases j <;>
-      simp [rUp, rDown, tUp, tDown, sigmaY₂, Matrix.mul_apply, Fin.sum_univ_four]
+      simp [rUp, rDown, tUp, tDown, sigmaY₂]
 
 end
```
